# Electronegativity equalisation for independent atoms with strictly increasing, surjective electronegativities

When atoms form a molecule, electrons flow from atoms that hold them weakly to atoms that attract them strongly. An atom that loses electrons becomes positive and attracts the remaining ones more strongly; an atom that gains them attracts further electrons less. The flow should stop when all atoms attract electrons equally. Does such a state exist for every total charge, is it the only one, and how does the common electronegativity respond when the molecule is ionised?

Label the atoms by $i$ in a finite set `ι` with $n$ elements. Atom $i$ carries the real charge $q_i$, positive when electrons have been lost, and has electronegativity $\chi_i(q_i)$. The total charge is $Q=\sum_i q_i$.

In Lean 4 with Mathlib:

```lean
import Mathlib

open Finset

namespace ElectronegativityEqualisation

variable {ι : Type*} [Fintype ι]
```

A charge distribution is a function `q : ι → ℝ`, and `χ i x` is the electronegativity of atom $i$ at charge $x$. The distribution is called equalised when $\chi_i(q_i)=\chi_j(q_j)$ for all $i$ and $j$.

```lean
/-- The charges `q` are equalised when all atoms have the same electronegativity,
where `χ i x` is the electronegativity of atom `i` at charge `x`. -/
def IsEqualised (χ : ι → ℝ → ℝ) (q : ι → ℝ) : Prop :=
  ∀ i j, χ i (q i) = χ j (q j)
```

Two assumptions recur. `StrictMono (χ i)` says that $\chi_i$ increases strictly with charge, so that each further electron is harder to remove; a positive hardness, meaning a positive slope of $\chi_i$ everywhere, is sufficient for this. `Function.Surjective (χ i)` says that $\chi_i$ takes every real value, which extrapolates the atomic response to arbitrarily large charges of both signs. Together they make $\chi_i$ continuous, so continuity is not a separate hypothesis.

Both assumptions, like the continuously variable atomic charge itself, are features of the model and are not derived here for real atoms. The atoms are also taken to be uncoupled: $\chi_i$ depends on the charge of atom $i$ alone, so there is no Coulomb interaction between atoms. Charge-equilibration schemes in molecular simulation use the same equalisation condition but usually add that interaction; the results below concern the uncoupled case.

## (a) Comparing two total charges

**Task.** Let $q$ and $p$ be equalised, with $\sum_i q_i<\sum_i p_i$ and all $\chi_i$ strictly increasing. Show that for every atom $i$
$$q_i<p_i \quad\text{and}\quad \chi_i(q_i)<\chi_i(p_i).$$

**Solution.** Suppose $p_i\le q_i$ for some $i$. Then $\chi_i(p_i)\le\chi_i(q_i)$. For any other atom $j$, equalisation gives
$$\chi_j(p_j)=\chi_i(p_i)\le\chi_i(q_i)=\chi_j(q_j),$$
and since $\chi_j$ is strictly increasing, $p_j\le q_j$. Summing over $j$ gives $\sum_j p_j\le\sum_j q_j$, a contradiction. Hence $q_i<p_i$, and applying $\chi_i$ gives the second inequality.

In the code, `by_contra` introduces the supposition, `h2` carries the ordering from atom $i$ to all atoms, and `h3` is the summed inequality.

```lean
/-- If all electronegativities increase strictly with charge, then of two equalised charge
distributions the one with the larger total charge has the larger charge and the larger
electronegativity on every atom. -/
theorem IsEqualised.lt_of_total_lt {χ : ι → ℝ → ℝ} (hmono : ∀ i, StrictMono (χ i))
    {q p : ι → ℝ} (hq : IsEqualised χ q) (hp : IsEqualised χ p)
    (h : ∑ i, q i < ∑ i, p i) (i : ι) : q i < p i ∧ χ i (q i) < χ i (p i) := by
  have key : q i < p i := by
    by_contra hcon
    have h1 : χ i (p i) ≤ χ i (q i) := (hmono i).monotone (not_lt.1 hcon)
    -- the order of the common values fixes the order of all charges
    have h2 : ∀ j, p j ≤ q j := fun j => by
      apply (hmono j).le_iff_le.1
      rw [hp j i, hq j i]
      exact h1
    have h3 : ∑ j, p j ≤ ∑ j, q j := Finset.sum_le_sum fun j _ => h2 j
    linarith
  exact ⟨key, hmono i key⟩
```

## (b) Two distributions with the same total

**Task.** Let $q$ and $p$ be equalised with $\sum_i q_i=\sum_i p_i$, and all $\chi_i$ strictly increasing. Show that
$$q=p.$$

**Solution.** Suppose $q_i<p_i$ for one atom $i$. Then $\chi_i(q_i)<\chi_i(p_i)$, and by equalisation $\chi_j(q_j)<\chi_j(p_j)$ for every $j$, so $q_j<p_j$ for every $j$. The sums would then differ, contrary to assumption. Exchanging $q$ and $p$ excludes $p_i<q_i$ as well, so $q_i=p_i$ for all $i$.

The auxiliary statement `aux` is this argument for a general pair $r,s$. It is used once in each direction, and `le_antisymm` combines the two results.

```lean
/-- If all electronegativities increase strictly with charge, two equalised charge distributions
with the same total charge coincide. -/
theorem IsEqualised.eq_of_total_eq {χ : ι → ℝ → ℝ} (hmono : ∀ i, StrictMono (χ i))
    {q p : ι → ℝ} (hq : IsEqualised χ q) (hp : IsEqualised χ p)
    (h : ∑ i, q i = ∑ i, p i) : q = p := by
  -- a strict inequality on one atom would spread to all atoms
  have aux : ∀ {r s : ι → ℝ}, IsEqualised χ r → IsEqualised χ s →
      ∑ i, r i = ∑ i, s i → ∀ i, ¬ r i < s i := by
    intro r s hr hs hrs i hi
    have h1 : ∀ j, r j < s j := fun j => by
      apply (hmono j).lt_iff_lt.1
      rw [hr j i, hs j i]
      exact hmono i hi
    have h2 : ∑ j, r j < ∑ j, s j :=
      Finset.sum_lt_sum (fun j _ => (h1 j).le) ⟨i, Finset.mem_univ i, h1 i⟩
    linarith
  funext i
  exact le_antisymm (not_lt.1 (aux hp hq h.symm i)) (not_lt.1 (aux hq hp h i))
```

## (c) Reaching a prescribed total charge

**Task.** Let $n\ge1$ and let every $\chi_i$ be strictly increasing and surjective. Show that for each real $Q$ there is an equalised $q$ with
$$\sum_i q_i=Q.$$

**Solution.** Let $g_i(m)$ be the charge at which atom $i$ has electronegativity $m$, so that $\chi_i(g_i(m))=m$. It exists by surjectivity, and strict monotonicity gives $g_i(\chi_i(x))=x$. The function $g_i$ is increasing, because $\chi_i$ is, and it takes every real value. An increasing function with a jump would miss values, so $g_i$ is continuous, and so is the total charge $\sum_i g_i(m)$ as a function of $m$.

Now put the charge $Q/n$ on every atom, and let $m_-$ and $m_+$ be the lowest and highest of the values $\chi_i(Q/n)$. Since $m_-\le\chi_i(Q/n)\le m_+$,
$$g_i(m_-)\le \frac Qn\le g_i(m_+),\qquad\text{so}\qquad \sum_i g_i(m_-)\le Q\le\sum_i g_i(m_+).$$
By the intermediate value theorem some $m$ satisfies $\sum_i g_i(m)=Q$. The charges $q_i=g_i(m)$ are equalised, with common value $m$.

The assumption $n\ge1$ appears as `[Nonempty ι]`; without atoms only $Q=0$ could be reached. The inverses come from `choose`, `gcont` is their continuity, and `hlow` and `hhigh` are the two bounds on $Q$. The atoms called `a` and `b` are those with the lowest and highest electronegativity at uniform charge.

```lean
/-- For at least one atom and strictly increasing, surjective electronegativities, every total
charge `Q` can be distributed over the atoms so that their electronegativities are equal. -/
theorem exists_isEqualised [Nonempty ι] {χ : ι → ℝ → ℝ} (hmono : ∀ i, StrictMono (χ i))
    (hsurj : ∀ i, Function.Surjective (χ i)) (Q : ℝ) :
    ∃ q : ι → ℝ, ∑ i, q i = Q ∧ IsEqualised χ q := by
  -- `g i m` is the charge at which atom `i` has electronegativity `m`
  have hs : ∀ i y, ∃ x, χ i x = y := fun i y => hsurj i y
  choose g hg using hs
  have gmono : ∀ i, Monotone (g i) := fun i a b hab => by
    apply (hmono i).le_iff_le.1
    rw [hg, hg]
    exact hab
  have ginv : ∀ i x, g i (χ i x) = x := fun i x => (hmono i).injective (hg i (χ i x))
  have gcont : ∀ i, Continuous (g i) := fun i =>
    (gmono i).continuous_of_surjective fun x => ⟨χ i x, ginv i x⟩
  have hcont : Continuous fun m : ℝ => ∑ i, g i m :=
    continuous_finsetSum _ fun i _ => gcont i
  -- the electronegativities at uniform charge bracket the common value
  have hn : (Fintype.card ι : ℝ) ≠ 0 := Nat.cast_ne_zero.2 Fintype.card_ne_zero
  have hunif : ∑ _i : ι, Q / (Fintype.card ι : ℝ) = Q := by
    rw [Finset.sum_const, Finset.card_univ, nsmul_eq_mul]
    field_simp
  obtain ⟨a, ha⟩ := Finite.exists_min fun i => χ i (Q / (Fintype.card ι : ℝ))
  obtain ⟨b, hb⟩ := Finite.exists_max fun i => χ i (Q / (Fintype.card ι : ℝ))
  have hlow : ∑ i, g i (χ a (Q / (Fintype.card ι : ℝ))) ≤ Q :=
    (Finset.sum_le_sum fun i _ => (gmono i (ha i)).trans_eq (ginv i _)).trans_eq hunif
  have hhigh : Q ≤ ∑ i, g i (χ b (Q / (Fintype.card ι : ℝ))) :=
    hunif.symm.trans_le
      (Finset.sum_le_sum fun i _ => (ginv i _).symm.trans_le (gmono i (hb i)))
  obtain ⟨m, hm⟩ := mem_range_of_exists_le_of_exists_ge hcont ⟨_, hlow⟩ ⟨_, hhigh⟩
  exact ⟨fun i => g i m, hm, fun i j => by rw [hg, hg]⟩
```

## (d) The common value as a function of total charge

**Task.** Under the assumptions of (c), show that each $Q$ has exactly one equalised distribution, and that there is a strictly increasing, continuous function $\mu$ with
$$\chi_i(q_i)=\mu\Big(\sum_j q_j\Big)$$
for every equalised $q$ and every atom $i$.

**Solution.** Existence is (c) and uniqueness is (b). Write $q^{Q}$ for the equalised distribution with total $Q$, fix an atom $k$, and set $\mu(Q)=\chi_k(q^{Q}_k)$. By (a), $\mu$ is strictly increasing. Any equalised $q$ with total $Q$ is $q^{Q}$, so all its electronegativities equal $\mu(Q)$.

For continuity, take any real $y$ and choose charges $p_i$ with $\chi_i(p_i)=y$. They are equalised, so $\mu(\sum_i p_i)=y$. Thus $\mu$ is increasing and takes every real value, and as in (c) it has no jumps.

For a single atom, $q_1=Q$ and $\mu=\chi_1$.

In the statement, `∃!` means "exactly one", and $\mu$ is one function that serves all equalised distributions. It denotes an electronegativity, which is minus the electronic chemical potential. In the proof, `hμ` is the strict increase, `hval` is the displayed equation, and the last lines show surjectivity.

```lean
/-- Electronegativity equalisation: for at least one atom and strictly increasing, surjective
electronegativities, each total charge has exactly one equalised distribution, and the common
electronegativity is a strictly increasing continuous function of the total charge. -/
theorem electronegativity_equalisation [Nonempty ι] {χ : ι → ℝ → ℝ}
    (hmono : ∀ i, StrictMono (χ i)) (hsurj : ∀ i, Function.Surjective (χ i)) :
    (∀ Q : ℝ, ∃! q : ι → ℝ, ∑ i, q i = Q ∧ IsEqualised χ q) ∧
    ∃ μ : ℝ → ℝ, StrictMono μ ∧ Continuous μ ∧
      ∀ q : ι → ℝ, IsEqualised χ q → ∀ i, χ i (q i) = μ (∑ j, q j) := by
  choose q hqsum hqeq using exists_isEqualised hmono hsurj
  refine ⟨fun Q => ⟨q Q, ⟨hqsum Q, hqeq Q⟩, fun p hp =>
    hp.2.eq_of_total_eq hmono (hqeq Q) (hp.1.trans (hqsum Q).symm)⟩, ?_⟩
  -- read the common value off an arbitrary atom
  let k : ι := Classical.arbitrary ι
  have hμ : StrictMono fun Q => χ k (q Q k) := fun Q R hQR =>
    ((hqeq Q).lt_of_total_lt hmono (hqeq R) (by rw [hqsum, hqsum]; exact hQR) k).2
  have hval : ∀ p : ι → ℝ, IsEqualised χ p → ∀ i, χ i (p i) = χ k (q (∑ j, p j) k) := by
    intro p hp i
    have h := hp.eq_of_total_eq hmono (hqeq (∑ j, p j)) (hqsum _).symm
    rw [← h]
    exact hp i k
  refine ⟨fun Q => χ k (q Q k), hμ, hμ.monotone.continuous_of_surjective ?_, hval⟩
  intro y
  have hs : ∀ i, ∃ x, χ i x = y := fun i => hsurj i y
  choose p hp using hs
  exact ⟨∑ j, p j, (hval p (fun i j => by rw [hp, hp]) k).symm.trans (hp k)⟩
```

## (e) An atomic energy and its tangents

**Task.** Let $E$ be an atomic energy as a function of charge, with derivative $E'=f$ everywhere and $f$ strictly increasing. Show that for $x\ne y$
$$E(x)+f(x)(y-x)<E(y).$$

**Solution.** Let $x<y$. By the mean value theorem there is a $c$ with $x<c<y$ and $E(y)-E(x)=f(c)(y-x)$. Since $f(c)>f(x)$ and $y-x>0$, the right side exceeds $f(x)(y-x)$.

Let $y<x$. Now $y<c<x$ and $E(x)-E(y)=f(c)(x-y)<f(x)(x-y)$, which rearranges to the same inequality.

`HasDerivAt E (f x) x` states $E'(x)=f(x)$. The two branches of `rcases` are the two cases, and `nlinarith` receives the positive product of the difference in $f$ and the difference in charge.

```lean
/-- If the electronegativity `f` is the derivative of the atomic energy `E` and increases
strictly with charge, the energy lies strictly above each of its tangents away from
the point of contact. -/
theorem energy_above_tangent {E f : ℝ → ℝ} (hf : StrictMono f)
    (hE : ∀ x, HasDerivAt E (f x) x) {x y : ℝ} (hxy : x ≠ y) :
    E x + f x * (y - x) < E y := by
  have hc : Continuous E := continuous_iff_continuousAt.2 fun z => (hE z).continuousAt
  rcases lt_or_gt_of_ne hxy with h | h
  · obtain ⟨c, hcm, hs⟩ := exists_hasDerivAt_eq_slope E f h hc.continuousOn fun z _ => hE z
    rw [eq_div_iff (sub_pos.2 h).ne'] at hs
    nlinarith [mul_pos (sub_pos.2 (hf hcm.1)) (sub_pos.2 h)]
  · obtain ⟨c, hcm, hs⟩ := exists_hasDerivAt_eq_slope E f h hc.continuousOn fun z _ => hE z
    rw [eq_div_iff (sub_pos.2 h).ne'] at hs
    nlinarith [mul_pos (sub_pos.2 (hf hcm.2)) (sub_pos.2 h)]
```

## (f) Equalisation and the summed energy

**Task.** In addition to the assumptions of (c), let $\chi_i=E_i'$ for atomic energies $E_i$. Show that $q$ is equalised if and only if
$$\sum_i E_i(q_i)\le\sum_i E_i(p_i)\quad\text{for all } p \text{ with } \sum_i p_i=\sum_i q_i.$$

**Solution.** Let $r$ be equalised with common value $m$, and let $p\ne r$ have the same total. Apply (e) on each atom where $p_i\neq r_i$; on the others the two sides are equal. At least one atom contributes a strict inequality, so
$$\sum_i E_i(p_i)>\sum_i E_i(r_i)+m\sum_i(p_i-r_i)=\sum_i E_i(r_i).$$
The first-order term vanishes because the totals agree. An equalised distribution is therefore a minimiser.

Conversely, let $q$ be a minimiser. By (c) there is an equalised $r$ with the same total. If $r\ne q$, the strict inequality says that $r$ has lower energy than $q$, a contradiction. So $q=r$ is equalised.

The strict inequality is `strict`, with the cancellation in `h2`. The energy minimised is a sum of separate atomic terms, in keeping with the absence of coupling.

```lean
/-- With strictly increasing, surjective electronegativities that are the charge derivatives of
atomic energies, a charge distribution is equalised exactly when it minimises the summed atomic
energy among all distributions of the same total charge. -/
theorem isEqualised_iff_minimal_energy [Nonempty ι] {χ E : ι → ℝ → ℝ}
    (hmono : ∀ i, StrictMono (χ i)) (hsurj : ∀ i, Function.Surjective (χ i))
    (hE : ∀ i x, HasDerivAt (E i) (χ i x) x) (q : ι → ℝ) :
    IsEqualised χ q ↔
      ∀ p : ι → ℝ, ∑ i, p i = ∑ i, q i → ∑ i, E i (q i) ≤ ∑ i, E i (p i) := by
  -- any other distribution of the same total charge costs strictly more energy than an
  -- equalised one
  have strict : ∀ r p : ι → ℝ, IsEqualised χ r → ∑ i, p i = ∑ i, r i → r ≠ p →
      ∑ i, E i (r i) < ∑ i, E i (p i) := by
    intro r p hr hsum hne
    obtain ⟨k, hk⟩ := Function.ne_iff.1 hne
    have h1 : ∑ i, (E i (r i) + χ i (r i) * (p i - r i)) < ∑ i, E i (p i) := by
      refine Finset.sum_lt_sum (fun i _ => ?_)
        ⟨k, Finset.mem_univ k, energy_above_tangent (hmono k) (hE k) hk⟩
      by_cases h : r i = p i
      · simp [h]
      · exact (energy_above_tangent (hmono i) (hE i) h).le
    -- the first-order terms cancel because the total charge is fixed
    have h2 : ∑ i, χ i (r i) * (p i - r i) = 0 := by
      rw [Finset.sum_congr rfl fun i _ => by rw [hr i k], ← Finset.mul_sum,
        Finset.sum_sub_distrib, hsum, sub_self, mul_zero]
    rw [Finset.sum_add_distrib, h2, add_zero] at h1
    exact h1
  constructor
  · intro hq p hp
    by_cases h : q = p
    · rw [h]
    · exact (strict q p hq hp h).le
  · intro hmin
    obtain ⟨r, hrsum, hr⟩ := exists_isEqualised hmono hsurj (∑ i, q i)
    by_cases h : r = q
    · exact h ▸ hr
    · exact absurd (strict r q hr hrsum.symm h) (not_lt_of_ge (hmin r hrsum))
```

## (g) Linear electronegativities

**Task.** Let $\chi_i(x)=a_i+b_ix$ with $b_i>0$, where $a_i$ is the electronegativity of the neutral atom and $b_i$ its hardness, in the convention where hardness is the slope. Show that for an equalised $q$ with total $Q$ the common value is
$$a_i+b_iq_i=\frac{Q+\sum_j a_j/b_j}{\sum_j 1/b_j}.$$

**Solution.** Call the common value $m$. Then $a_j+b_jq_j=m$ gives $q_j=m/b_j-a_j/b_j$. Summing over $j$,
$$Q=m\sum_j\frac1{b_j}-\sum_j\frac{a_j}{b_j},$$
and solving for $m$ gives the formula, since $\sum_j1/b_j>0$. For one atom it reduces to $m=a_1+b_1Q$.

**A diatomic with invented numbers.** Take $a_1=8$, $a_2=5$, $b_1=10$, $b_2=20$, with charges in units of $e$ and electronegativities in volts. Then $\sum_j1/b_j=0.15$ and $\sum_ja_j/b_j=0.8+0.25=1.05$.

- For $Q=0$: $m=1.05/0.15=7$, $q_1=(7-8)/10=-0.1$ and $q_2=(7-5)/20=0.1$. The atom with the larger $a_i$ is negative.
- For $Q=1$: $m=2.05/0.15=41/3\approx13.67$, $q_1=17/30\approx0.57$ and $q_2=13/30\approx0.43$. Both charges and the common value have risen, as (a) requires.

The code multiplies the formula out by $\sum_j1/b_j$ and compares the two sides atom by atom; `h1` is the equalisation condition between atoms $i$ and $j$.

```lean
/-- For electronegativities `a i + b i * x` linear in the charge `x`, with positive slopes `b i`,
the common value is the total charge plus the sum of `a i / b i`, divided by the sum
of `1 / b i`. -/
theorem linear_common_value {a b q : ι → ℝ} (hb : ∀ i, 0 < b i)
    (hq : IsEqualised (fun i x => a i + b i * x) q) (i : ι) :
    a i + b i * q i = (∑ j, q j + ∑ j, a j / b j) / ∑ j, 1 / b j := by
  have hpos : 0 < ∑ j, 1 / b j :=
    Finset.sum_pos (fun j _ => one_div_pos.2 (hb j)) ⟨i, Finset.mem_univ i⟩
  rw [eq_div_iff hpos.ne', Finset.mul_sum, ← Finset.sum_add_distrib]
  refine Finset.sum_congr rfl fun j _ => ?_
  -- solve the equalisation condition for the charge of atom `j`
  have h1 : a i + b i * q i = a j + b j * q j := hq i j
  have hj : b j ≠ 0 := (hb j).ne'
  rw [h1, mul_one_div, div_eq_iff hj, add_mul, div_mul_cancel₀ _ hj]
  ring

end ElectronegativityEqualisation
```

```lean
#print axioms ElectronegativityEqualisation.electronegativity_equalisation
#print axioms ElectronegativityEqualisation.isEqualised_iff_minimal_energy
#print axioms ElectronegativityEqualisation.linear_common_value
```

```
'ElectronegativityEqualisation.electronegativity_equalisation' depends on axioms: [propext, Classical.choice, Quot.sound]
'ElectronegativityEqualisation.isEqualised_iff_minimal_energy' depends on axioms: [propext, Classical.choice, Quot.sound]
'ElectronegativityEqualisation.linear_common_value' depends on axioms: [propext, Classical.choice, Quot.sound]
```
